# The second moment of a smearing kernel over a finite energy window, expressed through the misoccupation

Smearing with a kernel $d$ gives a level at reduced energy $x$, measured from the Fermi level, the occupation $f(x)=\int_x^\infty d(t)\,dt$, and the misoccupation is $m(x)=f(x)+1-f(-x)$, electrons at $x$ plus holes at $-x$. The lemma `window_second_moment` states that $\int_{-R}^{R}t^2d(t)\,dt+R^2m(R)=\int_0^R 2x\,m(x)\,dx$ for every real $R$. The kernel is real, continuous and integrable; it need not be even, non-negative or normalised to one. The proof writes the window integral as a difference of two integrals starting at 0, shows that the left-hand side then has derivative $2x\,m(x)$ as a function of the window size, and applies the fundamental theorem of calculus.

This version doesn't compile in Lean 4 with Mathlib:

```lean
import Mathlib

open MeasureTheory Filter Set Topology

namespace BoundedOccupationNoGo

noncomputable section

/-- Occupation of a level at reduced energy `x` (measured from the Fermi level) for the
smearing kernel `d`: the integral of `d` over `t > x`. -/
def occupation (d : ℝ → ℝ) (x : ℝ) : ℝ := ∫ t in Ioi x, d t

/-- Electrons found at energy `x` plus holes found at energy `-x`. -/
def misoccupation (d : ℝ → ℝ) (x : ℝ) : ℝ := occupation d x + (1 - occupation d (-x))

/-- The slope of the occupation function is minus the smearing kernel. -/
theorem hasDerivAt_occupation {d : ℝ → ℝ} (hc : Continuous d) (hi : Integrable d) (x : ℝ) :
    HasDerivAt (occupation d) (-d x) x := by
  have hsplit : ∀ y, (∫ t in Iic y, d t) + occupation d y = ∫ t, d t := fun y =>
    intervalIntegral.integral_Iic_add_Ioi hi.integrableOn hi.integrableOn
  have hfun : occupation d = fun y => occupation d 0 - ∫ t in (0 : ℝ)..y, d t := by
    funext y
    have h := intervalIntegral.integral_Iic_sub_Iic (a := 0) (b := y)
      hi.integrableOn hi.integrableOn
    linarith [hsplit 0, hsplit y]
  rw [hfun]
  exact ((hc.integral_hasStrictDerivAt 0 x).hasDerivAt).const_sub _

/-- The misoccupation changes with energy at the rate `-d x - d (-x)`. -/
theorem hasDerivAt_misoccupation {d : ℝ → ℝ} (hc : Continuous d) (hi : Integrable d) (x : ℝ) :
    HasDerivAt (misoccupation d) (-d x - d (-x)) x := by
  have h1 : HasDerivAt (fun y => occupation d (-y)) (-d (-x) * -1) x :=
    (hasDerivAt_occupation hc hi (-x)).comp x (hasDerivAt_neg x)
  have h2 := (hasDerivAt_occupation hc hi x).fun_add (h1.const_sub 1)
  exact h2.congr_deriv (by ring)

/-- Integration by parts on a finite energy window: the second moment of the kernel plus a boundary
term equals the integral of `2 * x` times the misoccupation. -/
theorem window_second_moment {d : ℝ → ℝ} (hc : Continuous d) (hi : Integrable d) (R : ℝ) :
    (∫ t in (-R)..R, t ^ 2 * d t) + R ^ 2 * misoccupation d R
      = ∫ x in (0 : ℝ)..R, 2 * x * misoccupation d x := by
  have hc2 : Continuous (fun t : ℝ => t ^ 2 * d t) := (continuous_pow 2).mul hc
  have hm : Continuous (misoccupation d) :=
    continuous_iff_continuousAt.2 fun x => (hasDerivAt_misoccupation hc hi x).continuousAt
  have hP : ∀ x, HasDerivAt (fun y => ∫ t in (0 : ℝ)..y, t ^ 2 * d t) (x ^ 2 * d x) x :=
    fun x => (hc2.integral_hasStrictDerivAt 0 x).hasDerivAt
  -- the left-hand side, as a function of the window size, has the integrand as derivative
  have hF : ∀ x, HasDerivAt (fun y => ((∫ t in (0 : ℝ)..y, t ^ 2 * d t)
      - ∫ t in (0 : ℝ)..(-y), t ^ 2 * d t) + y ^ 2 * misoccupation d y)
      (2 * x * misoccupation d x) x := by
    intro x
    have h1 : HasDerivAt (fun y : ℝ => ∫ t in (0 : ℝ)..(-y), t ^ 2 * d t)
        ((-x) ^ 2 * d (-x) * -1) x := (hP (-x)).comp x (hasDerivAt_neg x)
    have hsq : HasDerivAt (fun y : ℝ => y ^ 2) (2 * x) x := by
      simpa using hasDerivAt_pow 2 x
    have h2 := ((hP x).fun_sub h1).fun_add (hsq.fun_mul (hasDerivAt_misoccupation hc hi x))
    exact h2.congr_deriv (by ring)
  have hcont : Continuous (fun x : ℝ => 2 * x * misoccupation d x) :=
    (continuous_const.mul continuous_id).mul hm
  have h := intervalIntegral.integral_eq_sub_of_hasDerivAt (fun x _ => hF x)
    (hcont.intervalIntegrable 0 R)
  have hs := intervalIntegral.integral_interval_sub_left
    (hc2.intervalIntegrable 0 R) (hc2.intervalIntegrable 0 (-R))
  simp only [neg_zero, intervalIntegral.integral_same] at h
  linarith

end

end BoundedOccupationNoGo
```

Compiling this gives:

```
Main.lean:63:5: error: typeclass instance problem is stuck
  IsLocallyFiniteMeasure ?m.665

Note: Lean will not try to resolve this typeclass instance problem because the fourth type argument to `IsLocallyFiniteMeasure` is a metavariable. This argument must be fully determined before Lean will try to resolve the typeclass.

Hint: Adding type annotations and supplying implicit arguments to functions can give Lean more information for typeclass resolution. For example, if you have a variable `x` that you intend to be a `Nat`, but Lean reports it as having an unresolved type like `?m`, replacing `x` with `(x : Nat)` can get typeclass resolution un-stuck.
```

The message says that Lean needs an instance of `IsLocallyFiniteMeasure` for a measure it has not yet determined. The place is the argument `hc2.intervalIntegrable 0 R` in the definition of `hs`. Continuity gives interval integrability with respect to any locally finite measure, but `hc2` says only that the integrand is continuous and names no measure. The lemma `intervalIntegral.integral_interval_sub_left` also leaves its measure `μ` implicit, and `hs` has no stated type from which it could be read off. So `μ` is still unknown when the instance is needed, and the search is stuck.

The repair passes `(μ := volume)` to the lemma. This fixes the measure as the ordinary one on the real line, the one used in the integrals of the statement, and Lean can then find the instance. The mathematical argument is unchanged.

Lean accepts the file once it reads:

```diff
@@ -60,5 +60,5 @@
   have h := intervalIntegral.integral_eq_sub_of_hasDerivAt (fun x _ => hF x)
     (hcont.intervalIntegrable 0 R)
-  have hs := intervalIntegral.integral_interval_sub_left
+  have hs := intervalIntegral.integral_interval_sub_left (μ := volume)
     (hc2.intervalIntegrable 0 R) (hc2.intervalIntegrable 0 (-R))
   simp only [neg_zero, intervalIntegral.integral_same] at h
```
